# A normalised two-mode BCS state has no Bogoliubov quasiparticles and number variance 4|u|²|v|²

## Two routes to the same one-particle state

Take two fermionic modes, labelled 0 and 1, with annihilators a₀, a₁, creators c₀, c₁ and vacuum w. Superpose the empty and the doubly occupied state with equal weight:

(w + c₀c₁w)/√2

Removing a particle from mode 0 is possible only in the occupied part, and gives c₁w/√2. Adding a particle to mode 1 is possible only in the empty part, and also gives c₁w/√2. The difference a₀ − c₁ therefore annihilates the state. A count of the particles gives 0 or 2 with equal probability, so the mean is 1 and the variance is 1.

For general complex amplitudes u and v with |u|² + |v|² = 1, write P = c₀c₁w for the pair state and set

ψ(u,v) = u w + v P
γ₁ = u a₀ − v c₁
γ₂ = u a₁ + v c₀

The operators γ₁ and γ₂ are the Bogoliubov quasiparticle annihilators. In mean-field pairing theory a BCS ground state is a product of such factors over many pairs of modes; the results here concern a single pair with given amplitudes, without a Hamiltonian or a gap equation to determine them.

## What is proved, and for which operators

The structure `FermionModes a c w` collects the assumptions. The modes are indexed by `Fin 2`, and the operators are linear maps on a complex inner product space `H`. The field `adj` says that cᵢ is adjoint to aᵢ, `car` and `anti` are the anticommutation relations

aᵢcⱼ + cⱼaᵢ = δᵢⱼ
cᵢcⱼ + cⱼcᵢ = 0

and `vac` and `unit` say that w is annihilated by both aᵢ and has norm one. The relation between two annihilators follows from `anti` by taking adjoints, so it is not assumed separately.

The inner product is conjugate-linear in its first argument. `mean` is ⟨x, Ax⟩ and `variance` is ⟨x, A²x⟩ − ⟨x, Ax⟩², both complex-valued and meant for normalised x. The number operator is N = c₀a₀ + c₁a₁.

There are three main theorems:

- `bcs_state`: if |u|² + |v|² = 1, then ψ(u,v) has norm one, is annihilated by γ₁ and γ₂, and has mean number 2|v|² and number variance 4|u|²|v|². For real amplitudes these are 2v² and 4u²v².
- `anomalous_average`: ⟨ψ, a₁a₀ψ⟩ = ū v. This holds for all u and v. It is the physical average when |u|² + |v|² = 1; for other amplitudes, not both zero, the physical average is this value divided by |u|² + |v|².
- `quasiparticle_vacuum_iff`: under the same normalisation, a combination of w, c₀w, c₁w and P is annihilated by both γ₁ and γ₂ exactly when it is a multiple of ψ(u,v).

The last theorem is restricted to superpositions of these four occupation states because `H` may be larger, for instance when it contains further modes. The Lean file calls any such superposition a Fock state, a name usually kept for states of definite occupation numbers.

## Number, variance and pair amplitude

The relations and aᵢw = 0 give aᵢcⱼw = δᵢⱼw. On the pair state,

a₀P = c₁w − c₀a₀c₁w = c₁w
a₁P = −c₀a₁c₁w = −c₀w
c₀P = 0
c₁P = −c₀c₁c₁w = 0

Since c₁c₀w = −P, the number operator gives

NP = c₀c₁w − c₁c₀w = 2P
Nψ(u,v) = ψ(0,2v)

For the overlaps, move creators across the inner product:

⟨P, w⟩ = ⟨c₁w, a₀w⟩ = 0
⟨P, P⟩ = ⟨c₁w, a₀P⟩ = ⟨c₁w, c₁w⟩ = ⟨w, a₁c₁w⟩ = 1

Hence, for any amplitudes x and y,

⟨ψ(u,v), ψ(x,y)⟩ = ū x + v̄ y

With x = u and y = v this is the squared norm, |u|² + |v|² = 1. The moments follow from N²ψ(u,v) = ψ(0,4v):

⟨N⟩ = 2|v|²
⟨N²⟩ = 4|v|²
⟨N²⟩ − ⟨N⟩² = 4|v|²(1 − |v|²) = 4|u|²|v|²

Finally a₁a₀ψ(u,v) = v a₁c₁w = v w, whose overlap with ψ(u,v) is ū v.

## The states without quasiparticles

Let φ = p w + q c₀w + r c₁w + s P. The actions above give

a₀φ = q w + s c₁w
c₁φ = p c₁w − q P
a₁φ = r w − s c₀w
c₀φ = p c₀w + r P

and therefore

γ₁φ = q ψ(u,v) + (us − vp) c₁w
γ₂φ = r ψ(u,v) + (vp − us) c₀w

For φ = ψ(u,v) we have q = r = 0, p = u and s = v, so both vanish.

Conversely, suppose both vanish. The state ψ(u,v) is orthogonal to c₀w and c₁w, because ⟨w, cᵢw⟩ = 0 and ⟨P, cᵢw⟩ = ⟨c₁w, a₀cᵢw⟩ = δᵢ₀⟨c₁w, w⟩ = 0. The overlap with ψ(u,v) thus gives q = r = 0, and what remains gives us = vp. Put z = ū p + v̄ s. Then

zu = |u|²p + v̄us = |u|²p + |v|²p = p
zv = ūvp + |v|²s = |u|²s + |v|²s = s

so φ = zψ(u,v).

## Unnormalised amplitudes

Take u = v = 1, which violates |u|² + |v|² = 1. Both γ₁ and γ₂ still annihilate w + P, but its norm is √2. The expression `variance` becomes 4 − 2² = 0, while 4|u|²|v|² = 4. After division by √2 the state has variance 1, as in the opening example.

The uniqueness theorem fails for u = v = 0: both quasiparticle operators are then zero and annihilate w, which is not a multiple of ψ(0,0) = 0.

## The Lean file

```lean
import Mathlib

open scoped ComplexConjugate

namespace BCSTwoMode

noncomputable section

variable {H : Type*} [NormedAddCommGroup H] [InnerProductSpace ℂ H]

/-- Two fermionic modes with annihilators `a`, creators `c` adjoint to them, the canonical
anticommutation relations, and a normalised vacuum `w`. -/
structure FermionModes (a c : Fin 2 → H →ₗ[ℂ] H) (w : H) : Prop where
  adj : ∀ i x y, inner ℂ (c i x) y = inner ℂ x (a i y)
  car : ∀ i j x, a i (c j x) + c j (a i x) = if i = j then x else 0
  anti : ∀ i j x, c i (c j x) + c j (c i x) = 0
  vac : ∀ i, a i w = 0
  unit : ‖w‖ = 1

/-- The state with both modes occupied. -/
def pair (c : Fin 2 → H →ₗ[ℂ] H) (w : H) : H := c 0 (c 1 w)

/-- The BCS state: amplitude `u` for the empty pair and `v` for the occupied pair. -/
def bcs (c : Fin 2 → H →ₗ[ℂ] H) (w : H) (u v : ℂ) : H := u • w + v • pair c w

/-- A general superposition of the four occupation states of two modes. -/
def fockState (c : Fin 2 → H →ₗ[ℂ] H) (w : H) (p q r s : ℂ) : H :=
  p • w + q • c 0 w + r • c 1 w + s • pair c w

/-- The total particle number operator. -/
def number (a c : Fin 2 → H →ₗ[ℂ] H) : H →ₗ[ℂ] H := c 0 ∘ₗ a 0 + c 1 ∘ₗ a 1

/-- The first Bogoliubov quasiparticle annihilator. -/
def gamma1 (a c : Fin 2 → H →ₗ[ℂ] H) (u v : ℂ) : H →ₗ[ℂ] H := u • a 0 - v • c 1

/-- The second Bogoliubov quasiparticle annihilator. -/
def gamma2 (a c : Fin 2 → H →ₗ[ℂ] H) (u v : ℂ) : H →ₗ[ℂ] H := u • a 1 + v • c 0

/-- The expectation value of an operator in a normalised state. -/
def mean (A : H →ₗ[ℂ] H) (x : H) : ℂ := inner ℂ x (A x)

/-- The variance of an observable in a normalised state. -/
def variance (A : H →ₗ[ℂ] H) (x : H) : ℂ := inner ℂ x (A (A x)) - mean A x ^ 2

variable {a c : Fin 2 → H →ₗ[ℂ] H} {w : H}

/-- Annihilating a one-particle state returns the vacuum if the modes agree, and zero otherwise. -/
theorem annihilate_one (h : FermionModes a c w) (i j : Fin 2) :
    a i (c j w) = if i = j then w else 0 := by
  have e := h.car i j w
  rwa [h.vac i, map_zero, add_zero] at e

/-- Pauli principle: no mode can be filled twice. -/
theorem pauli (h : FermionModes a c w) (i : Fin 2) (x : H) : c i (c i x) = 0 := by
  have e := h.anti i i x
  rw [← two_smul ℂ] at e
  exact (smul_eq_zero.mp e).resolve_left two_ne_zero

/-- Removing one particle from the pair leaves the other, with a fermionic sign for the
second mode; adding a particle to the pair gives zero. -/
theorem act_on_pair (h : FermionModes a c w) :
    a 0 (pair c w) = c 1 w ∧ a 1 (pair c w) = -c 0 w ∧
      c 0 (pair c w) = 0 ∧ c 1 (pair c w) = 0 := by
  refine ⟨?_, ?_, pauli h 0 _, ?_⟩
  · have e := h.car 0 0 (c 1 w)
    rw [annihilate_one h 0 1] at e
    simpa [pair] using e
  · have e := h.car 1 0 (c 1 w)
    rw [annihilate_one h 1 1] at e
    exact eq_neg_of_add_eq_zero_left (by simpa [pair] using e)
  · have e := h.anti 1 0 (c 1 w)
    rw [pauli h 1, map_zero, add_zero] at e
    exact e

/-- The number operator removes the vacuum component and doubles the pair component. -/
theorem number_bcs (h : FermionModes a c w) (u v : ℂ) :
    number a c (bcs c w u v) = bcs c w 0 (2 * v) := by
  obtain ⟨h0, h1, -, -⟩ := act_on_pair h
  have e : c 1 (c 0 w) = -pair c w := eq_neg_of_add_eq_zero_left (h.anti 1 0 w)
  have p01 : c 0 (c 1 w) = pair c w := rfl
  simp only [number, bcs, LinearMap.add_apply, LinearMap.comp_apply, map_add, map_smul,
    h.vac, h0, h1, map_neg, map_zero, e, p01]
  module

/-- The overlap of two BCS states is the scalar product of their amplitudes. -/
theorem overlap (h : FermionModes a c w) (u v x y : ℂ) :
    inner ℂ (bcs c w u v) (bcs c w x y) = conj u * x + conj v * y := by
  have ww : inner ℂ w w = (1 : ℂ) := by
    rw [inner_self_eq_norm_sq_to_K, h.unit]; simp
  have pw : inner ℂ (pair c w) w = (0 : ℂ) := by
    rw [pair, h.adj, h.vac, inner_zero_right]
  have wp : inner ℂ w (pair c w) = (0 : ℂ) := by
    rw [← inner_conj_symm, pw, map_zero]
  have pp : inner ℂ (pair c w) (pair c w) = (1 : ℂ) := by
    have e : inner ℂ (pair c w) (pair c w) = inner ℂ (c 1 w) (a 0 (pair c w)) := h.adj 0 _ _
    rw [e, (act_on_pair h).1, h.adj, annihilate_one h 1 1, if_pos rfl, ww]
  simp only [bcs, inner_add_left, inner_add_right, inner_smul_left, inner_smul_right,
    ww, pw, wp, pp]
  ring

/-- The action of both quasiparticle annihilators on an arbitrary two-mode Fock state. -/
theorem gamma_fockState (h : FermionModes a c w) (u v p q r s : ℂ) :
    gamma1 a c u v (fockState c w p q r s) = q • bcs c w u v + (u * s - v * p) • c 1 w ∧
    gamma2 a c u v (fockState c w p q r s) = r • bcs c w u v + (v * p - u * s) • c 0 w := by
  obtain ⟨h0, h1, h2, h3⟩ := act_on_pair h
  have a00 : a 0 (c 0 w) = w := by simpa using annihilate_one h 0 0
  have a01 : a 0 (c 1 w) = 0 := by simpa using annihilate_one h 0 1
  have a10 : a 1 (c 0 w) = 0 := by simpa using annihilate_one h 1 0
  have a11 : a 1 (c 1 w) = w := by simpa using annihilate_one h 1 1
  have e : c 1 (c 0 w) = -pair c w := eq_neg_of_add_eq_zero_left (h.anti 1 0 w)
  have p01 : c 0 (c 1 w) = pair c w := rfl
  constructor <;>
    simp only [gamma1, gamma2, fockState, bcs, LinearMap.add_apply, LinearMap.sub_apply,
      LinearMap.smul_apply, map_add, map_smul, h.vac, h0, h1, h2, h3, a00, a01, a10, a11,
      e, p01, pauli h] <;>
    module

/-- If `|u|² + |v|² = 1`, the BCS state has norm one, is killed by both quasiparticle annihilators,
and has mean particle number `2|v|²` and number variance `4|u|²|v|²`. -/
theorem bcs_state (h : FermionModes a c w) (u v : ℂ) (huv : ‖u‖ ^ 2 + ‖v‖ ^ 2 = 1) :
    ‖bcs c w u v‖ = 1 ∧
    gamma1 a c u v (bcs c w u v) = 0 ∧ gamma2 a c u v (bcs c w u v) = 0 ∧
    mean (number a c) (bcs c w u v) = 2 * (‖v‖ : ℂ) ^ 2 ∧
    variance (number a c) (bcs c w u v) = 4 * (‖u‖ : ℂ) ^ 2 * (‖v‖ : ℂ) ^ 2 := by
  have hc : (‖u‖ : ℂ) ^ 2 + (‖v‖ : ℂ) ^ 2 = 1 := by exact_mod_cast huv
  have hv : conj v * v = (‖v‖ : ℂ) ^ 2 := Complex.conj_mul' v
  have e : bcs c w u v = fockState c w u 0 0 v := by simp [bcs, fockState]
  refine ⟨?_, ?_, ?_, ?_, ?_⟩
  · have n : ‖bcs c w u v‖ ^ 2 = 1 := by
      rw [@norm_sq_eq_re_inner ℂ, overlap h, Complex.conj_mul', Complex.conj_mul', hc]
      simp
    exact (pow_eq_one_iff_of_nonneg (norm_nonneg _) two_ne_zero).mp n
  · rw [e, (gamma_fockState h u v u 0 0 v).1]
    module
  · rw [e, (gamma_fockState h u v u 0 0 v).2]
    module
  · rw [mean, number_bcs h, overlap h]
    linear_combination 2 * hv
  · -- the second moment is 4|v|², the squared mean is 4|v|⁴
    rw [variance, mean, number_bcs h, number_bcs h, overlap h, overlap h]
    linear_combination (4 - 4 * (conj v * v) - 4 * (‖v‖ : ℂ) ^ 2) * hv
      - 4 * (‖v‖ : ℂ) ^ 2 * hc

/-- For all amplitudes, the inner product of `bcs c w u v` with its image under the pair annihilator
`a 1 ∘ₗ a 0` is `conj u * v`. -/
theorem anomalous_average (h : FermionModes a c w) (u v : ℂ) :
    mean (a 1 ∘ₗ a 0) (bcs c w u v) = conj u * v := by
  have a11 : a 1 (c 1 w) = w := by simpa using annihilate_one h 1 1
  have e : (a 1 ∘ₗ a 0) (bcs c w u v) = bcs c w v 0 := by
    simp only [bcs, LinearMap.comp_apply, map_add, map_smul, h.vac, (act_on_pair h).1, a11,
      map_zero]
    module
  rw [mean, e, overlap h]
  ring

/-- If `|u|² + |v|² = 1`, a two-mode Fock state is killed by both quasiparticle annihilators exactly
when it is a multiple of the BCS state. -/
theorem quasiparticle_vacuum_iff (h : FermionModes a c w) (u v : ℂ)
    (huv : ‖u‖ ^ 2 + ‖v‖ ^ 2 = 1) (p q r s : ℂ) :
    (gamma1 a c u v (fockState c w p q r s) = 0 ∧
      gamma2 a c u v (fockState c w p q r s) = 0) ↔
    ∃ z : ℂ, fockState c w p q r s = z • bcs c w u v := by
  have hn : conj u * u + conj v * v = 1 := by
    rw [Complex.conj_mul', Complex.conj_mul']
    exact_mod_cast huv
  have hw : w ≠ 0 := by
    intro h0
    have := h.unit
    simp [h0] at this
  have cw : ∀ i, inner ℂ (c i w) w = (0 : ℂ) := fun i => by
    rw [h.adj, h.vac, inner_zero_right]
  -- the BCS state is orthogonal to every one-particle state
  have odd : ∀ i, inner ℂ (bcs c w u v) (c i w) = (0 : ℂ) := by
    intro i
    have e1 : inner ℂ w (c i w) = (0 : ℂ) := by rw [← inner_conj_symm, cw, map_zero]
    have e2 : inner ℂ (pair c w) (c i w) = (0 : ℂ) := by
      rw [pair, h.adj, annihilate_one h]
      split_ifs
      · exact cw 1
      · exact inner_zero_right _
    rw [bcs, inner_add_left, inner_smul_left, inner_smul_left, e1, e2]
    ring
  have coeff : ∀ (i : Fin 2) (b k : ℂ), b • bcs c w u v + k • c i w = 0 → b = 0 ∧ k = 0 := by
    intro i b k e
    have hb : b = 0 := by
      have e1 := congrArg (fun x => inner ℂ (bcs c w u v) x) e
      simp only [inner_add_right, inner_smul_right, odd, overlap h, hn, inner_zero_right] at e1
      linear_combination e1
    rw [hb, zero_smul, zero_add] at e
    have e2 := congrArg (a i) e
    rw [map_smul, annihilate_one h i i, if_pos rfl, map_zero] at e2
    exact ⟨hb, (smul_eq_zero.mp e2).resolve_right hw⟩
  constructor
  · rintro ⟨g1, g2⟩
    rw [(gamma_fockState h u v p q r s).1] at g1
    rw [(gamma_fockState h u v p q r s).2] at g2
    obtain ⟨hq, hk⟩ := coeff 1 _ _ g1
    obtain ⟨hr, -⟩ := coeff 0 _ _ g2
    -- the multiple is the overlap with the BCS state
    refine ⟨conj u * p + conj v * s, ?_⟩
    have hp : p = (conj u * p + conj v * s) * u := by
      linear_combination -p * hn - conj v * hk
    have hs : s = (conj u * p + conj v * s) * v := by
      linear_combination -s * hn + conj u * hk
    simp only [fockState, bcs]
    linear_combination (norm := module) hp • w + hq • c 0 w + hr • c 1 w + hs • pair c w
  · rintro ⟨z, e⟩
    obtain ⟨-, k1, k2, -, -⟩ := bcs_state h u v huv
    rw [e, map_smul, map_smul, k1, k2, smul_zero]
    exact ⟨rfl, rfl⟩

/-- Annihilators on the four-dimensional Fock space, in the basis empty, first mode, second
mode, pair. -/
def fockA : Fin 2 → EuclideanSpace ℂ (Fin 4) →ₗ[ℂ] EuclideanSpace ℂ (Fin 4) :=
  ![{ toFun := fun x => !₂[x 1, 0, x 3, 0]
      map_add' := by intro x y; ext i; fin_cases i <;> simp
      map_smul' := by intro t x; ext i; fin_cases i <;> simp },
    { toFun := fun x => !₂[x 2, -x 3, 0, 0]
      map_add' := by intro x y; ext i; fin_cases i <;> simp [add_comm]
      map_smul' := by intro t x; ext i; fin_cases i <;> simp }]

/-- Creators on the four-dimensional Fock space, in the same basis. -/
def fockC : Fin 2 → EuclideanSpace ℂ (Fin 4) →ₗ[ℂ] EuclideanSpace ℂ (Fin 4) :=
  ![{ toFun := fun x => !₂[0, x 0, 0, x 2]
      map_add' := by intro x y; ext i; fin_cases i <;> simp
      map_smul' := by intro t x; ext i; fin_cases i <;> simp },
    { toFun := fun x => !₂[0, 0, x 0, -x 1]
      map_add' := by intro x y; ext i; fin_cases i <;> simp [add_comm]
      map_smul' := by intro t x; ext i; fin_cases i <;> simp }]

/-- The explicit operators on the four-dimensional Fock space, with the empty state as vacuum,
form two fermionic modes. -/
theorem fermionModes_witness : FermionModes fockA fockC !₂[1, 0, 0, 0] where
  adj := by
    intro i x y
    fin_cases i <;> simp [fockA, fockC, PiLp.inner_apply, Fin.sum_univ_four]
  car := by
    intro i j x
    fin_cases i <;> fin_cases j <;> ext k <;> fin_cases k <;> simp [fockA, fockC]
  anti := by
    intro i j x
    fin_cases i <;> fin_cases j <;> ext k <;> fin_cases k <;> simp [fockC]
  vac := by
    intro i
    fin_cases i <;> ext k <;> fin_cases k <;> simp [fockA]
  unit := by
    simp [EuclideanSpace.norm_eq, Fin.sum_univ_four]

end

end BCSTwoMode
```

```lean
#print axioms BCSTwoMode.bcs_state
-- 'BCSTwoMode.bcs_state' depends on axioms: [propext, Classical.choice, Quot.sound]
#print axioms BCSTwoMode.anomalous_average
-- 'BCSTwoMode.anomalous_average' depends on axioms: [propext, Classical.choice, Quot.sound]
#print axioms BCSTwoMode.quasiparticle_vacuum_iff
-- 'BCSTwoMode.quasiparticle_vacuum_iff' depends on axioms: [propext, Classical.choice, Quot.sound]
```

## From operator actions to amplitudes

`annihilate_one`, `pauli` and `act_on_pair` supply the elementary actions. `annihilate_one` applies the relation between aᵢ and cⱼ to the vacuum, and `pauli` sets the two modes equal in `anti` and cancels a factor of two. `act_on_pair` applies the relations to c₁w and removes the terms that vanish; its statement c₀P = 0 is an instance of `pauli`. `number_bcs` and `overlap` then reduce the moments to arithmetic with amplitudes: in `bcs_state`, two rewrites with `number_bcs` produce N²ψ, and `overlap` evaluates the inner products.

`gamma_fockState` contains the two formulas for γ₁φ and γ₂φ. It proves the annihilation statements in `bcs_state` and starts the converse in `quasiparticle_vacuum_iff`. There, `odd` is the orthogonality to one-particle states, and `coeff` separates the two terms of γ₁φ or γ₂φ: the overlap with ψ(u,v) removes the first coefficient, and applying aᵢ removes the second.

The explicit operators `fockA` and `fockC` act on a four-dimensional space, and `fermionModes_witness` verifies every field of the structure for them. The assumptions can therefore be satisfied.

## How `linear_combination` uses the normalisation

The algebra turns on `linear_combination`. Given a weighted sum of known equations, it checks that the goal differs from that sum only by ring identities. The equation p = zu, for example, is obtained from

`linear_combination -p * hn - conj v * hk`

where `hn` is the normalisation and `hk` says us − vp = 0. The weights are the factors by which the known equations are multiplied before they are added, and the tactic verifies the expansion.

The same device assembles the final vector equation. With `(norm := module)` the check uses the vector space laws together with ring arithmetic in the coefficients, and a scalar equation may be multiplied by a vector: `hp • w` turns p = zu into an equation between multiples of w. Adding the corresponding terms for c₀w, c₁w and P yields φ = zψ(u,v).
